# The squared sum of all transpositions in \(S_n\) is \(\binom n2\) plus three times the 3-cycles plus twice the double transpositions

Permutation operators are modelled here as the values of an arbitrary multiplicative map \(\rho\), with \(\rho(1)=1\), from the permutations of a finite set of labels into a ring, so that one calculation covers both the integer group algebra and representations by operators. A class sum then adds up \(\rho(g)\) over all permutations \(g\) of a given kind.

```lean
import Mathlib

open Equiv
open scoped Classical

namespace TranspositionClassSum

noncomputable section

variable {α : Type*} [Fintype α] [DecidableEq α]

/-- A double transposition: a product of two transpositions that move disjoint pairs of labels. -/
def IsDoubleSwap (g : Perm α) : Prop :=
  ∃ s t : Perm α, s.IsSwap ∧ t.IsSwap ∧ Perm.Disjoint s t ∧ g = s * t

/-- The sum of the operators `ρ g` over all permutations `g` with the property `p`. -/
def classSum {A : Type*} [Ring A] (ρ : Perm α →* A) (p : Perm α → Prop) : A :=
  ∑ g ∈ Finset.univ.filter (fun g => p g), ρ g

/-- The number of transpositions `s` for which `s * g` is again a transposition. -/
def factorCount (g : Perm α) : ℕ :=
  (Finset.univ.filter (fun s : Perm α => s.IsSwap ∧ (s * g).IsSwap)).card

omit [Fintype α] in
/-- Applying the same transposition twice changes nothing. -/
theorem swap_cancel {s : Perm α} (hs : s.IsSwap) (g : Perm α) : s * (s * g) = g := by
  obtain ⟨a, b, _, rfl⟩ := hs
  rw [← mul_assoc, Equiv.swap_mul_self, one_mul]

omit [Fintype α] in
/-- A transposition that moves the label `x` is the exchange of `x` with its image. -/
theorem swap_eq {s : Perm α} (hs : s.IsSwap) {x : α} (hx : s x ≠ x) :
    swap x (s x) = s := by
  obtain ⟨a, b, _, rfl⟩ := hs
  by_cases ha : x = a
  · rw [ha, Equiv.swap_apply_left]
  · by_cases hb : x = b
    · rw [hb, Equiv.swap_apply_right, Equiv.swap_comm]
    · exact absurd (Equiv.swap_apply_of_ne_of_ne ha hb) hx

omit [Fintype α] in
/-- If `g ≠ 1` is a product of the transpositions `s` and `s * g`, then `g` moves every label
that `s` moves. -/
theorem moved_of_factor {s g : Perm α} (hs : s.IsSwap) (ht : (s * g).IsSwap) (hg : g ≠ 1)
    {x : α} (hx : s x ≠ x) : g x ≠ x := by
  intro h
  have hv : (s * g) x = s x := by rw [Perm.mul_apply, h]
  have e := swap_eq ht (x := x) (by rw [hv]; exact hx)
  rw [hv, swap_eq hs hx] at e
  exact hg (mul_left_cancel (a := s) (e.symm.trans (mul_one s).symm))

/-- Two transpositions multiply to the identity or to a 3-cycle, or they are disjoint. -/
theorem swap_mul_swap_cases {s t : Perm α} (hs : s.IsSwap) (ht : t.IsSwap) :
    s * t = 1 ∨ (s * t).IsThreeCycle ∨ Perm.Disjoint s t := by
  by_cases hd : Perm.Disjoint s t
  · exact Or.inr (Or.inr hd)
  · simp only [Perm.Disjoint, not_forall, not_or] at hd
    obtain ⟨x, hx, hy⟩ := hd
    by_cases h : s x = t x
    · have e : s = t := by rw [← swap_eq hs hx, h, swap_eq ht hy]
      left
      rw [← e]
      simpa using swap_cancel hs 1
    · have h3 := Perm.isThreeCycle_swap_mul_swap_same (Ne.symm hx) (Ne.symm hy) h
      rw [swap_eq hs hx, swap_eq ht hy] at h3
      exact Or.inr (Or.inl h3)

/-- There are `n.choose 2` transpositions of `n` labels. -/
theorem card_swaps : (Finset.univ.filter (fun s : Perm α => s.IsSwap)).card =
    (Fintype.card α).choose 2 := by
  rw [← Finset.card_univ, ← Finset.card_powersetCard]
  -- a transposition is determined by the pair of labels it moves
  refine Finset.card_bij (fun s _ => s.support) ?_ ?_ ?_
  · intro s hs
    exact Finset.mem_powersetCard.2 ⟨Finset.subset_univ _,
      Perm.card_support_eq_two.2 (Finset.mem_filter.1 hs).2⟩
  · intro s hs t ht h
    obtain ⟨x, y, hxy, rfl⟩ := (Finset.mem_filter.1 hs).2
    have h' : t.support = {x, y} := by rw [← Perm.support_swap hxy]; exact h.symm
    have hx : t x ≠ x := Perm.mem_support.1 (by rw [h']; simp)
    have hm : t x ∈ t.support := Perm.apply_mem_support.2 (Perm.mem_support.2 hx)
    rw [h', Finset.mem_insert, Finset.mem_singleton] at hm
    rw [← hm.resolve_left hx]
    exact swap_eq (Finset.mem_filter.1 ht).2 hx
  · intro u hu
    obtain ⟨x, y, hxy, rfl⟩ := Finset.card_eq_two.1 (Finset.mem_powersetCard.1 hu).2
    exact ⟨swap x y, Finset.mem_filter.2 ⟨Finset.mem_univ _, x, y, hxy, rfl⟩,
      Perm.support_swap hxy⟩

/-- A 3-cycle is an ordered product of two transpositions in exactly three ways. -/
theorem factorCount_threeCycle {g : Perm α} (hg : g.IsThreeCycle) : factorCount g = 3 := by
  have hg1 : g ≠ 1 := by
    rintro rfl
    simpa using hg.card_support
  -- write g as a product of two transpositions sharing a label
  obtain ⟨a, b, c, hab, hac, hbc, rfl⟩ : ∃ a b c : α, a ≠ b ∧ a ≠ c ∧ b ≠ c ∧
      g = swap a b * swap a c := by
    obtain ⟨a, b, c, hab, hac, hbc, _⟩ := Finset.card_eq_three.1 hg.card_support
    have h3 := Perm.isThreeCycle_swap_mul_swap_same hab hac hbc
    obtain ⟨π, hπ⟩ := isConj_iff.1 (Perm.isConj_iff_cycleType_eq.2 (h3.trans hg.symm))
    refine ⟨π a, π b, π c, π.injective.ne hab, π.injective.ne hac, π.injective.ne hbc, ?_⟩
    rw [Equiv.swap_apply_apply, Equiv.swap_apply_apply, ← hπ]
    group
  have h1 := Equiv.swap_apply_apply (swap a b) a c
  rw [Equiv.swap_apply_left, Equiv.swap_apply_of_ne_of_ne hac.symm hbc.symm,
    Equiv.swap_inv] at h1
  have h2 := Equiv.swap_apply_apply (swap a c) a b
  rw [Equiv.swap_apply_left, Equiv.swap_apply_of_ne_of_ne hab.symm hbc,
    Equiv.swap_inv] at h2
  have key : ∀ z, (swap a b * swap a c) z ≠ z → z = a ∨ z = b ∨ z = c := by
    intro z hz
    by_contra hn
    simp only [not_or] at hn
    apply hz
    rw [Perm.mul_apply, Equiv.swap_apply_of_ne_of_ne hn.1 hn.2.2,
      Equiv.swap_apply_of_ne_of_ne hn.1 hn.2.1]
  have ha := Equiv.swap_apply_of_ne_of_ne hab hac
  refine Finset.card_eq_three.2 ⟨swap a b, swap a c, swap b c,
    fun h => hbc (by simpa using Equiv.congr_fun h a),
    fun h => hab (by simpa [ha] using (Equiv.congr_fun h a).symm),
    fun h => hac (by simpa [ha] using (Equiv.congr_fun h a).symm), ?_⟩
  ext u
  simp only [Finset.mem_filter, Finset.mem_univ, true_and, Finset.mem_insert,
    Finset.mem_singleton]
  constructor
  · rintro ⟨hu, hv⟩
    obtain ⟨x, y, hxy, rfl⟩ := id hu
    have kx := key x (moved_of_factor hu hv hg1 (by simpa using hxy.symm))
    have ky := key y (moved_of_factor hu hv hg1 (by simpa using hxy))
    rcases kx with h | h | h <;> rcases ky with k | k | k <;>
      simp [h, k, Equiv.swap_comm] at hxy ⊢
  · rintro (rfl | rfl | rfl)
    · exact ⟨⟨a, b, hab, rfl⟩, a, c, hac, swap_cancel ⟨a, b, hab, rfl⟩ _⟩
    · exact ⟨⟨a, c, hac, rfl⟩, c, b, hbc.symm, by rw [h2, mul_assoc]⟩
    · refine ⟨⟨b, c, hbc, rfl⟩, a, b, hab, ?_⟩
      rw [h1, mul_assoc, swap_cancel ⟨a, b, hab, rfl⟩, mul_assoc, Equiv.swap_mul_self, mul_one]

/-- A double transposition differs from the identity and is an ordered product of two
transpositions in exactly two ways. -/
theorem factorCount_doubleSwap {g : Perm α} (hg : IsDoubleSwap g) :
    g ≠ 1 ∧ factorCount g = 2 := by
  obtain ⟨s, t, hs, ht, hd, rfl⟩ := hg
  have h4 : (s * t).support.card = 4 := by
    have h := hd.card_support_mul
    have h2 := Perm.card_support_eq_two.2 hs
    have h2' := Perm.card_support_eq_two.2 ht
    omega
  have hg1 : s * t ≠ 1 := fun h => by simp [h] at h4
  refine ⟨hg1, Finset.card_eq_two.2 ⟨s, t, ?_, ?_⟩⟩
  · rintro rfl
    exact hg1 (by simpa using swap_cancel hs 1)
  ext u
  simp only [Finset.mem_filter, Finset.mem_univ, true_and, Finset.mem_insert,
    Finset.mem_singleton]
  constructor
  · rintro ⟨hu, hv⟩
    have e := swap_cancel hu (s * t)
    -- four labels are moved, so the two factors are disjoint
    have huv : Perm.Disjoint u (u * (s * t)) := by
      rcases swap_mul_swap_cases hu hv with h | h | h
      · exact absurd (e.symm.trans h) hg1
      · rw [e] at h
        have := h.card_support
        omega
      · exact h
    obtain ⟨x, hx⟩ : ∃ x, u x ≠ x := by
      obtain ⟨x, y, hxy, rfl⟩ := hu
      exact ⟨x, by simpa using hxy.symm⟩
    have hux := Equiv.congr_fun e x
    change u ((u * (s * t)) x) = s (t x) at hux
    rw [(huv x).resolve_left hx] at hux
    by_cases htx : t x = x
    · rw [htx] at hux
      left
      rw [← swap_eq hu hx, hux, swap_eq hs (by rw [← hux]; exact hx)]
    · rw [(hd (t x)).resolve_right (fun h => htx (t.injective h))] at hux
      right
      rw [← swap_eq hu hx, hux, swap_eq ht htx]
  · rintro (rfl | rfl)
    · exact ⟨hs, by rw [swap_cancel hs]; exact ht⟩
    · exact ⟨ht, by rw [hd.commute.eq, swap_cancel ht]; exact hs⟩

/-- In every representation of the permutations of `n` labels, the squared sum of all exchange
operators is `n.choose 2` plus 3 times the sum over 3-cycles plus 2 times the sum over double
transpositions. -/
theorem exchange_sum_sq {A : Type*} [Ring A] (ρ : Perm α →* A) :
    classSum ρ Perm.IsSwap ^ 2 = ((Fintype.card α).choose 2 : A)
      + 3 * classSum ρ Perm.IsThreeCycle + 2 * classSum ρ IsDoubleSwap := by
  -- collect equal products s * t = g
  have h : ∀ s : Perm α, s.IsSwap →
      ∑ t ∈ Finset.univ.filter (fun t : Perm α => t.IsSwap), ρ s * ρ t =
        ∑ g : Perm α, if (s * g).IsSwap then ρ g else 0 := by
    intro s hs
    rw [Finset.sum_filter]
    refine Fintype.sum_equiv (Equiv.mulLeft s) _ _ fun t => ?_
    change _ = if (s * (s * t)).IsSwap then ρ (s * t) else 0
    rw [swap_cancel hs, map_mul]
  have expand : classSum ρ Perm.IsSwap ^ 2 = ∑ g : Perm α, (factorCount g : A) * ρ g := by
    rw [classSum, sq, Finset.sum_mul_sum]
    refine (Finset.sum_congr rfl fun s hs => h s (Finset.mem_filter.1 hs).2).trans ?_
    rw [Finset.sum_comm]
    refine Finset.sum_congr rfl fun g _ => ?_
    rw [← Finset.sum_filter, Finset.filter_filter, Finset.sum_const, nsmul_eq_mul, factorCount]
  -- insert the number of factorisations for each type of permutation
  have key : ∀ g : Perm α, (factorCount g : A) * ρ g =
      (if g = 1 then ((Fintype.card α).choose 2 : A) * ρ g else 0)
      + (if g.IsThreeCycle then 3 * ρ g else 0) + (if IsDoubleSwap g then 2 * ρ g else 0) := by
    intro g
    by_cases h1 : g = 1
    · have h3 : ¬ g.IsThreeCycle := by
        intro h3
        have := h3.card_support
        simp [h1] at this
      have hd : ¬ IsDoubleSwap g := fun hd => (factorCount_doubleSwap hd).1 h1
      have hN : factorCount g = (Fintype.card α).choose 2 := by
        rw [← card_swaps, factorCount, h1]
        simp only [mul_one, and_self]
      rw [if_pos h1, if_neg h3, if_neg hd, hN, add_zero, add_zero]
    · by_cases h3 : g.IsThreeCycle
      · have hN := factorCount_threeCycle h3
        have hd : ¬ IsDoubleSwap g := by
          intro hd
          have := (factorCount_doubleSwap hd).2
          omega
        rw [if_neg h1, if_pos h3, if_neg hd, hN]
        simp
      · by_cases hd : IsDoubleSwap g
        · rw [if_neg h1, if_neg h3, if_pos hd, (factorCount_doubleSwap hd).2]
          simp
        · have hN : factorCount g = 0 := by
            rw [factorCount, Finset.card_eq_zero, Finset.filter_eq_empty_iff]
            rintro s _ ⟨hs, ht⟩
            have hh := swap_mul_swap_cases hs ht
            rw [swap_cancel hs] at hh
            exact hh.elim h1 (fun k => k.elim h3
              (fun k => hd ⟨s, s * g, hs, ht, k, (swap_cancel hs g).symm⟩))
          rw [if_neg h1, if_neg h3, if_neg hd, hN]
          simp
  rw [expand, Finset.sum_congr rfl fun g _ => key g]
  simp only [Finset.sum_add_distrib, classSum, Finset.mul_sum, Finset.sum_filter, mul_ite,
    mul_zero, Finset.sum_ite_eq', Finset.mem_univ, if_true, map_one, mul_one]

/-- In the integer group algebra of `S_n`, the square of the transposition class sum is
`n.choose 2` times the identity plus 3 times the sum of all 3-cycles plus 2 times the sum of all
products of two disjoint transpositions. -/
theorem transposition_class_sum_sq (n : ℕ) :
    classSum (MonoidAlgebra.of ℤ (Perm (Fin n))) Perm.IsSwap ^ 2 =
      (n.choose 2 : MonoidAlgebra ℤ (Perm (Fin n)))
      + 3 * classSum (MonoidAlgebra.of ℤ (Perm (Fin n))) Perm.IsThreeCycle
      + 2 * classSum (MonoidAlgebra.of ℤ (Perm (Fin n))) IsDoubleSwap := by
  have h := exchange_sum_sq (MonoidAlgebra.of ℤ (Perm (Fin n)))
  rwa [Fintype.card_fin] at h

end

end TranspositionClassSum
```

```lean
#print axioms TranspositionClassSum.transposition_class_sum_sq
```

```
'TranspositionClassSum.transposition_class_sum_sq' depends on axioms: [propext, Classical.choice, Quot.sound]
```

## The identity and its Lean form

Let \(n\) be the number of labels. Write \(T\), \(C\) and \(D\) for the sums of \(\rho(g)\) over the transpositions, the 3-cycles and the products of two disjoint transpositions. The theorem `exchange_sum_sq` states

\[
T^2=\binom n2\,1+3\,C+2\,D .
\]

The labels form the finite type `α`, with `Fintype.card α` in the role of \(n\), and `Perm α` is their symmetric group. Products act from right to left, so `s * t` applies `t` first. The three sums are `classSum ρ p`, with `p` equal to `Perm.IsSwap`, `Perm.IsThreeCycle` or `IsDoubleSwap`. The last sum runs over permutations, so \((a\,b)(c\,d)\) and \((c\,d)(a\,b)\) are one term.

The type `Perm α →* A` says that \(\rho\) preserves products and sends the identity to \(1\). The ring `A` need not be commutative, and the binomial coefficient in the formula is that multiple of its unit. Representations that preserve products only up to a phase are not covered.

In `transposition_class_sum_sq` the labels are `Fin n` and \(\rho\) is `MonoidAlgebra.of`, which sends each permutation to its basis element in the integer group algebra. There is no lower bound on \(n\). For \(n=0\) or \(1\) both sides vanish, for \(n=2\) the identity reads \(T^2=1\), and \(D\) contributes only from \(n=4\) on.

The identity could also have been proved in the group algebra alone and carried to other rings by extending \(\rho\) linearly. The counting would be the same, but the operator version would need that extension as an extra step; here the group algebra is simply a special case.

## Exchange operators for spins

If \(\rho\) permutes the spin factors of \(n\) spin-½ particles, \(T\) is the sum of all pair exchanges. Up to a scale factor and an additive constant, this is the Heisenberg Hamiltonian with equal coupling between every pair, and for that idealised model the identity expresses the squared exchange sum as a constant plus multiples of the sums over 3-cycles and over double transpositions of the spins.

## Collecting equal products

Expanding the square gives \(T^2=\sum_{s,t}\rho(s)\rho(t)=\sum_{s,t}\rho(st)\), with \(s\) and \(t\) running over the transpositions. Set \(g=st\). Since \(s^2=1\), which is the content of `swap_cancel`, we have \(t=sg\). Hence

\[
T^2=\sum_g N(g)\,\rho(g),
\]

where \(N(g)\) is the number of transpositions \(s\) for which \(sg\) is also a transposition. This is `factorCount g`.

The proof turns on the Lean device that performs this change of variable. `Equiv.mulLeft s` is the bijection \(t\mapsto st\) of the whole group, and `Fintype.sum_equiv` equates two sums whose terms match under a bijection. The sum over transpositions is therefore first written as a sum over all permutations, with zero for those that are not transpositions. After the substitution, the condition "\(t\) is a transposition" has become "\(sg\) is a transposition". Exchanging the order of summation with `Finset.sum_comm` then leaves, for each \(g\), a constant summed \(N(g)\) times.

## Which products occur

A transposition that moves \(x\) is the exchange of \(x\) with its image; this is `swap_eq`. Suppose that transpositions \(s\) and \(t\) both move some label \(x\). If \(s(x)=t(x)\), they are equal and \(st=1\). Otherwise they share exactly one label, and \(st\) is a 3-cycle. If no label is moved by both, they are disjoint and \(st\) is a double transposition. The lemma `swap_mul_swap_cases` records these alternatives, so \(N(g)=0\) for every other \(g\).

For \(g=1\), every transposition \(s\) counts, because \(s\cdot 1=s\). The lemma `card_swaps` matches each transposition with the pair of labels it moves, which gives \(N(1)=\binom n2\).

## Three factorisations of a 3-cycle

Every 3-cycle can be written as \(g=(a\,b)(a\,c)\), which sends \(a\to c\to b\to a\). In Lean this form is obtained by relabelling a model 3-cycle, since permutations of equal cycle type are conjugate.

Let \(s\) and \(t=sg\) be transpositions. Then \(s\) moves only labels that \(g\) moves. Indeed, if \(s(x)\ne x\) but \(g(x)=x\), then \(t(x)=s(g(x))=s(x)\). Both transpositions exchange \(x\) with \(s(x)\), so \(t=s\) and \(g=st=1\), a contradiction. This is `moved_of_factor`, and it leaves only \((a\,b)\), \((a\,c)\) and \((b\,c)\) as candidates for \(s\). All three work:

\[
g=(a\,b)(a\,c)=(a\,c)(b\,c)=(b\,c)(a\,b).
\]

Thus \(N(g)=3\). In `factorCount_threeCycle`, the candidates are found by running through the possible positions of the two labels exchanged by the factor. The second factorisation is verified by the equation `h2` and the third by `h1`; each of these equations conjugates one transposition by another.

## Two factorisations of a double transposition

Now let \(g=st\) with \(s\) and \(t\) disjoint transpositions, and let \(u\) and \(v=ug\) be transpositions as well, so that \(g=uv\). Since \(g\) moves four labels, it is neither the identity nor a 3-cycle, and \(u\) and \(v\) must be disjoint.

Choose a label \(x\) moved by \(u\). Then \(v\) fixes \(x\), and \(u(x)=u(v(x))=g(x)=s(t(x))\). If \(t\) fixes \(x\), this gives \(u(x)=s(x)\), hence \(u=s\). If \(t\) moves \(x\), it also moves \(t(x)\), so \(s\) fixes \(t(x)\); this gives \(u(x)=t(x)\) and \(u=t\). Both choices work because \(s\) and \(t\) commute, so \(N(g)=2\). The proof of `factorCount_doubleSwap` follows the same two cases.

## Assembling the coefficients

The identity, the 3-cycles and the double transpositions move zero, three and four labels respectively, so no permutation belongs to two of these kinds. The step `key` in `exchange_sum_sq` accordingly writes \(N(g)\rho(g)\) as a sum of three conditional terms, at most one of which applies to a given \(g\). To separate 3-cycles from double transpositions, Lean uses the counts themselves, since \(N(g)\) cannot be both 3 and 2. Summing over \(g\) turns the conditional terms into \(\binom n2\,1\), \(3C\) and \(2D\). The group-algebra theorem follows by inserting `MonoidAlgebra.of` for \(\rho\) and replacing the number of elements of `Fin n` by \(n\).
